# Dielectric function of undamped Lorentz oscillators under the Clausius-Mossotti relation, below the red-shifted resonance

The theorem `local_field_red_shift` concerns undamped Lorentz oscillators at number density N, each with polarisability α = f/(ω₀² − ω²), where ω₀ is the bare frequency and f the strength. Their dielectric function ε obeys the Clausius-Mossotti relation in Gaussian form, (ε − 1)/(ε + 2) = 4πNα/3, and the coupling p = 4πNf is assumed positive. With ωT² = ω₀² − p/3 and ωL² = ω₀² + 2p/3, the theorem states that ε = 1 + p/(ωT² − ω²) = (ωL² − ω²)/(ωT² − ω²) at every real frequency ω with ω² < ωT². The attempt first shows that the bare and shifted denominators are nonzero, then takes the first formula from the earlier equivalence `clausiusMossotti_iff_lorentz` at zero damping. The second formula is to follow from ωL² = ωT² + p.

In Lean, a first try:

```lean
import Mathlib

open scoped Real

namespace LocalFieldRedShift

noncomputable section

/-- Polarisability of a Lorentz oscillator with strength `f`, bare frequency `ω₀` and damping `γ`,
on the domain where `ω₀² - ω² - iγω` is not zero. -/
def polarizability (f ω₀ γ ω : ℝ) : ℂ :=
  f / ((ω₀ : ℂ) ^ 2 - (ω : ℂ) ^ 2 - Complex.I * γ * ω)

/-- The Clausius-Mossotti relation `(ε - 1)/(ε + 2) = 4πNα/3`, written without a quotient. -/
def ClausiusMossotti (N : ℝ) (α ε : ℂ) : Prop :=
  ε - 1 = 4 * π * N * α / 3 * (ε + 2)

/-- The coupling `p = 4πNf` of oscillators of strength `f` at number density `N`. -/
def plasmaSq (N f : ℝ) : ℝ := 4 * π * N * f

/-- The squared transverse frequency `ωT² = ω₀² - p/3`. -/
def transverseSq (N f ω₀ : ℝ) : ℝ := ω₀ ^ 2 - plasmaSq N f / 3

/-- The squared longitudinal frequency `ωL² = ω₀² + 2p/3`. -/
def longitudinalSq (N f ω₀ : ℝ) : ℝ := ω₀ ^ 2 + 2 * plasmaSq N f / 3

/-- For `p > 0` the squared frequencies satisfy `ωT² < ω₀² < ωL²` and `ωL² = ωT² + p`. -/
theorem frequency_order {N f : ℝ} (ω₀ : ℝ) (hp : 0 < plasmaSq N f) :
    transverseSq N f ω₀ < ω₀ ^ 2 ∧ ω₀ ^ 2 < longitudinalSq N f ω₀ ∧
      longitudinalSq N f ω₀ = transverseSq N f ω₀ + plasmaSq N f := by
  simp only [transverseSq, longitudinalSq]
  refine ⟨by linarith, by linarith, by ring⟩

/-- The Clausius-Mossotti coefficient of Lorentz oscillators is `p/3` divided by
`ω₀² - ω² - iγω`. -/
theorem coefficient_eq (N f ω₀ γ ω : ℝ) :
    4 * π * N * polarizability f ω₀ γ ω / 3 =
      (plasmaSq N f : ℂ) / ((ω₀ : ℂ) ^ 2 - (ω : ℂ) ^ 2 - Complex.I * γ * ω) / 3 := by
  simp only [polarizability, plasmaSq]
  push_cast
  ring

/-- Away from the zeros of `ω₀² - ω² - iγω` and `ωT² - ω² - iγω`, the Clausius-Mossotti relation for
damped oscillators holds exactly when `ε = 1 + p/(ωT² - ω² - iγω)`, a Lorentz form with `ωT²` in
place of `ω₀²` and the same damping. -/
theorem clausiusMossotti_iff_lorentz {N f ω₀ γ ω : ℝ} {ε : ℂ}
    (h0 : (ω₀ : ℂ) ^ 2 - (ω : ℂ) ^ 2 - Complex.I * γ * ω ≠ 0)
    (hT : (transverseSq N f ω₀ : ℂ) - (ω : ℂ) ^ 2 - Complex.I * γ * ω ≠ 0) :
    ClausiusMossotti N (polarizability f ω₀ γ ω) ε ↔
      ε = 1 + (plasmaSq N f : ℂ) /
        ((transverseSq N f ω₀ : ℂ) - (ω : ℂ) ^ 2 - Complex.I * γ * ω) := by
  -- the local field subtracts p/3 from the bare denominator
  have hd : (transverseSq N f ω₀ : ℂ) - (ω : ℂ) ^ 2 - Complex.I * γ * ω =
      ((ω₀ : ℂ) ^ 2 - (ω : ℂ) ^ 2 - Complex.I * γ * ω) - (plasmaSq N f : ℂ) / 3 := by
    simp only [transverseSq]
    push_cast
    ring
  unfold ClausiusMossotti
  rw [coefficient_eq, hd]
  rw [hd] at hT
  generalize (ω₀ : ℂ) ^ 2 - (ω : ℂ) ^ 2 - Complex.I * γ * ω = d at h0 hT ⊢
  generalize (plasmaSq N f : ℂ) = q at hT ⊢
  have e : q / d * d = q := div_mul_cancel₀ q h0
  constructor
  · intro h
    have h1 : (ε - 1) * (d - q / 3) = q := by
      linear_combination d * h + (ε + 2) / 3 * e
    have h2 : ε - 1 = q / (d - q / 3) := (eq_div_iff hT).2 h1
    linear_combination h2
  · intro h
    have e2 : q / (d - q / 3) * (d - q / 3) = q := div_mul_cancel₀ q hT
    have h1 : (ε - 1) * (d - q / 3) = q := by
      linear_combination e2 + (d - q / 3) * h
    apply mul_right_cancel₀ h0
    linear_combination h1 - (ε + 2) / 3 * e

/-- Local-field red shift: for undamped oscillators with `p > 0` and `ω² < ωT²`, Clausius-Mossotti
gives `ε = 1 + p/(ωT² - ω²) = (ωL² - ω²)/(ωT² - ω²)`. -/
theorem local_field_red_shift {N f ω₀ ω : ℝ} {ε : ℂ} (hp : 0 < plasmaSq N f)
    (hω : ω ^ 2 < transverseSq N f ω₀)
    (h : ClausiusMossotti N (polarizability f ω₀ 0 ω) ε) :
    ε = ((1 + plasmaSq N f / (transverseSq N f ω₀ - ω ^ 2) : ℝ) : ℂ) ∧
    ε = (((longitudinalSq N f ω₀ - ω ^ 2) / (transverseSq N f ω₀ - ω ^ 2) : ℝ) : ℂ) := by
  obtain ⟨hlt, -, hL⟩ := frequency_order ω₀ hp
  have hs : transverseSq N f ω₀ - ω ^ 2 ≠ 0 := by linarith [sub_pos.2 hω] |> fun h => (sub_pos.2 hω).ne'
  -- both denominators are positive below the shifted resonance
  have h0 : (ω₀ : ℂ) ^ 2 - (ω : ℂ) ^ 2 - Complex.I * (0 : ℝ) * ω ≠ 0 := by
    intro hz
    have hc : ((ω₀ ^ 2 - ω ^ 2 : ℝ) : ℂ) = 0 := by
      push_cast at hz ⊢
      linear_combination hz
    have hr := Complex.ofReal_eq_zero.1 hc
    linarith
  have hT : (transverseSq N f ω₀ : ℂ) - (ω : ℂ) ^ 2 - Complex.I * (0 : ℝ) * ω ≠ 0 := by
    intro hz
    have hc : ((transverseSq N f ω₀ - ω ^ 2 : ℝ) : ℂ) = 0 := by
      push_cast at hz ⊢
      linear_combination hz
    exact hs (Complex.ofReal_eq_zero.1 hc)
  have h1 : ε = ((1 + plasmaSq N f / (transverseSq N f ω₀ - ω ^ 2) : ℝ) : ℂ) := by
    rw [(clausiusMossotti_iff_lorentz h0 hT).1 h]
    push_cast
    simp
  have h2 : (longitudinalSq N f ω₀ - ω ^ 2) / (transverseSq N f ω₀ - ω ^ 2) =
      1 + plasmaSq N f / (transverseSq N f ω₀ - ω ^ 2) := by
    rw [div_eq_iff hs, add_mul, div_mul_cancel₀ _ hs, hL]
    ring
  exact ⟨h1, by rw [h2]; exact h1⟩

end

end LocalFieldRedShift
```

Lean reports:

```
Main.lean:85:50: error: linarith failed to find a contradiction
N f ω₀ ω : ℝ
ε : ℂ
hp : 0 < plasmaSq N f
hω : ω ^ 2 < transverseSq N f ω₀
h : ClausiusMossotti N (polarizability f ω₀ 0 ω) ε
hlt : transverseSq N f ω₀ < ω₀ ^ 2
hL : longitudinalSq N f ω₀ = transverseSq N f ω₀ + plasmaSq N f
⊢ False
failed
Main.lean:83:87: error: unsolved goals
N f ω₀ ω : ℝ
ε : ℂ
hp : 0 < plasmaSq N f
hω : ω ^ 2 < transverseSq N f ω₀
h : ClausiusMossotti N (polarizability f ω₀ 0 ω) ε
hlt : transverseSq N f ω₀ < ω₀ ^ 2
hL : longitudinalSq N f ω₀ = transverseSq N f ω₀ + plasmaSq N f
⊢ ε = ↑(1 + plasmaSq N f / (transverseSq N f ω₀ - ω ^ 2)) ∧
    ε = ↑((longitudinalSq N f ω₀ - ω ^ 2) / (transverseSq N f ω₀ - ω ^ 2))
```

What went wrong. The fault is in the proof of `hs`, which says that ωT² − ω² is nonzero. Lean reads the `|>` as passing the result of `by linarith [sub_pos.2 hω]` to the function `fun h => (sub_pos.2 hω).ne'`. That function never uses `h`, and nothing else says what `h` should prove, so `linarith` has no useful goal. It falls back on seeking a contradiction among the hypotheses, and fails because they are consistent.

The second message is a consequence of the first. The `have` did not complete, so `hs` is missing from the context shown and the theorem's own goal is left open.

The repair keeps only the body of the function, which was already a full proof. From `hω`, `sub_pos.2 hω` gives 0 < ωT² − ω², and `.ne'` turns this into ωT² − ω² ≠ 0, the form `hs` requires. With the needless argument gone, `linarith` is no longer called there, and the rest of the proof stands unchanged.

As a diff, the version that Lean accepts:

```diff
@@ -83,5 +83,5 @@
     ε = (((longitudinalSq N f ω₀ - ω ^ 2) / (transverseSq N f ω₀ - ω ^ 2) : ℝ) : ℂ) := by
   obtain ⟨hlt, -, hL⟩ := frequency_order ω₀ hp
-  have hs : transverseSq N f ω₀ - ω ^ 2 ≠ 0 := by linarith [sub_pos.2 hω] |> fun h => (sub_pos.2 hω).ne'
+  have hs : transverseSq N f ω₀ - ω ^ 2 ≠ 0 := (sub_pos.2 hω).ne'
   -- both denominators are positive below the shifted resonance
   have h0 : (ω₀ : ℂ) ^ 2 - (ω : ℂ) ^ 2 - Complex.I * (0 : ℝ) * ω ≠ 0 := by
```
